# Normalised RPA amplitudes diagonalise the single-pair boson Hamiltonian

Let $c$ remove and $d$ add a pair excitation, with $cd-dc=1$. Take
$$H=17\,dc-\tfrac{15}{2}(cc+dd),\qquad Q^+=\tfrac14(5d-3c),\qquad Q=\tfrac14(5c-3d).$$
Expanding and replacing $cd$ by $dc+1$ gives
$$8\,Q^+Q=\tfrac12\bigl(25\,dc+9\,cd-15(cc+dd)\bigr)=H+\tfrac92.$$
The mixed operators absorb the terms $cc$ and $dd$, and reordering leaves a constant.

## Operators and amplitudes

The letters $c,d$ stand for elements of any real algebra `A`; neither an adjoint nor an inner product is assumed. In the random-phase approximation (RPA), the relation $cd-dc=1$ is the quasi-boson approximation: it treats a fermionic particle–hole pair as an exact boson.

```lean
import Mathlib

namespace SinglePairRPA

noncomputable section

variable {A : Type*} [Ring A] [Algebra ℝ A]
```

For real $a,b$, the Hamiltonian is $H=a\,dc+\frac b2(cc+dd)$. Here $a$ is the energy of one pair when $b=0$, and $b$ couples states differing by two pairs. In an electronic-structure calculation $a$ is the orbital-energy gap plus an interaction term, not the gap alone.

```lean
/-- The single-pair Hamiltonian `a dc + (b/2)(cc + dd)`, with `c` removing and `d` adding
a pair excitation. -/
def pairHamiltonian (a b : ℝ) (c d : A) : A :=
  a • (d * c) + (b / 2) • (c * c + d * d)
```

For real $X,Y$, set $Q^+=Xd-Yc$ and $Q=Xc-Yd$.

```lean
/-- The RPA excitation operator `X d - Y c`. -/
def excite (X Y : ℝ) (c d : A) : A := X • d - Y • c

/-- The RPA de-excitation operator `X c - Y d`. -/
def deexcite (X Y : ℝ) (c d : A) : A := X • c - Y • d
```

The frequency $w$ and the amplitudes satisfy three real equations. The minus sign in `lower` is easily lost. Without it the problem is an ordinary symmetric eigenproblem, and for $b\ne0$ no solution has $X^2-Y^2=1$.

```lean
/-- The RPA equations for one pair, with frequency `w` and amplitudes `X`, `Y` normalised
to `X² - Y² = 1`. -/
structure IsRPASolution (a b w X Y : ℝ) : Prop where
  upper : a * X + b * Y = w * X
  lower : b * X + a * Y = -(w * Y)
  normalised : X ^ 2 - Y ^ 2 = 1
```

## (a) The commutator of the mixed operators

Show that $X^2-Y^2=1$ implies $QQ^+-Q^+Q=1$.

**Solution.** Since $[c,c]=[d,d]=0$,
$$[Xc-Yd,\,Xd-Yc]=X^2[c,d]+Y^2[d,c]=(X^2-Y^2)[c,d]=1.$$
In Lean, `simp only` expands the products and `module` collects the coefficients.

```lean
/-- If `c`, `d` obey the boson commutation relation and `X² - Y² = 1`, then the RPA
de-excitation and excitation operators obey it too. -/
theorem deexcite_excite_comm {c d : A} (hcd : c * d - d * c = 1) {X Y : ℝ}
    (hn : X ^ 2 - Y ^ 2 = 1) :
    deexcite X Y c d * excite X Y c d - excite X Y c d * deexcite X Y c d = 1 := by
  have h : deexcite X Y c d * excite X Y c d - excite X Y c d * deexcite X Y c d
      = (X ^ 2 - Y ^ 2) • (c * d - d * c) := by
    simp only [deexcite, excite, mul_sub, sub_mul, smul_mul_assoc, mul_smul_comm]
    module
  rw [h, hn, hcd, one_smul]
```

## (b) The Hamiltonian acting on an excitation

Show that $[H,Q^+]=(aX+bY)\,d+(bX+aY)\,c$ for all real $a,b,X,Y$.

**Solution.** The quadratic terms give
$$[dc,d]=d,\quad [cc,d]=2c,\quad [dc,c]=-c,\quad [dd,c]=-2d.$$
Hence $[H,d]=ad+bc$ and $[H,c]=-ac-bd$. Now form $X[H,d]-Y[H,c]$. The four commutators are `e1` to `e4`. Up to sign, `e1` and `e3` come from multiplying `hcd` by $d$ or $c$ on one side, and `e2` and `e4` from adding the products on both sides.

```lean
/-- For boson operators `c`, `d`, the commutator of the Hamiltonian with `X d - Y c` is again
a linear combination of `d` and `c`. -/
theorem hamiltonian_excite_comm {c d : A} (hcd : c * d - d * c = 1) (a b X Y : ℝ) :
    pairHamiltonian a b c d * excite X Y c d - excite X Y c d * pairHamiltonian a b c d
      = (a * X + b * Y) • d + (b * X + a * Y) • c := by
  -- commutators of the quadratic terms with d and with c
  have e1 : d * c * d - d * (d * c) = d := by
    linear_combination (norm := noncomm_ring) d * hcd
  have e2 : c * c * d - d * (c * c) = c + c := by
    linear_combination (norm := noncomm_ring) c * hcd + hcd * c
  have e3 : d * c * c - c * (d * c) = -c := by
    linear_combination (norm := noncomm_ring) (-1 : A) * hcd * c
  have e4 : d * d * c - c * (d * d) = -(d + d) := by
    linear_combination (norm := noncomm_ring) (-1 : A) * hcd * d + (-1 : A) * d * hcd
  have h : pairHamiltonian a b c d * excite X Y c d - excite X Y c d * pairHamiltonian a b c d
      = X • (a • (d * c * d - d * (d * c)) + (b / 2) • (c * c * d - d * (c * c)))
        - Y • (a • (d * c * c - c * (d * c)) + (b / 2) • (d * d * c - c * (d * d))) := by
    simp only [pairHamiltonian, excite, mul_sub, sub_mul, mul_add, add_mul, smul_mul_assoc,
      mul_smul_comm, smul_add, mul_assoc]
    module
  rw [h, e1, e2, e3, e4]
  module
```

## (c) Equation of motion and amplitude equations

Show that, if $1\neq0$ in the algebra, $[H,Q^+]=wQ^+$ holds exactly when $aX+bY=wX$ and $bX+aY=-wY$.

**Solution.** Substituting the two equations into (b) gives $wXd-wYc=wQ^+$. Conversely, the coefficients may be compared if $d$ and $c$ are linearly independent. Suppose $pd+qc=0$ with $p,q$ real. Then
$$0=[c,\,pd+qc]=p\cdot1,\qquad 0=[pd+qc,\,d]=q\cdot1,$$
so $p=q=0$. This is `key`; `Nontrivial A` supplies $1\ne0$.

```lean
/-- For boson operators in a nonzero algebra, `X d - Y c` satisfies the equation of motion
`[H, X d - Y c] = w (X d - Y c)` exactly when `X`, `Y` satisfy the two RPA equations. -/
theorem equation_of_motion_iff [Nontrivial A] {c d : A} (hcd : c * d - d * c = 1)
    (a b w X Y : ℝ) :
    pairHamiltonian a b c d * excite X Y c d - excite X Y c d * pairHamiltonian a b c d
        = w • excite X Y c d ↔
      a * X + b * Y = w * X ∧ b * X + a * Y = -(w * Y) := by
  rw [hamiltonian_excite_comm hcd]
  constructor
  · intro h
    have h0 : (a * X + b * Y - w * X) • d + (b * X + a * Y + w * Y) • c = 0 := by
      rw [← sub_eq_zero] at h
      rw [← h, excite]
      module
    -- commutators with c and d isolate the two coefficients
    have key : ∀ p q : ℝ, p • d + q • c = 0 → p = 0 ∧ q = 0 := by
      intro p q hpq
      have hp : p • (1 : A) = 0 := by
        have e : p • (c * d - d * c) = c * (p • d + q • c) - (p • d + q • c) * c := by
          simp only [mul_add, add_mul, smul_mul_assoc, mul_smul_comm]
          module
        rw [← hcd, e, hpq, mul_zero, zero_mul, sub_zero]
      have hq : q • (1 : A) = 0 := by
        have e : q • (c * d - d * c) = (p • d + q • c) * d - d * (p • d + q • c) := by
          simp only [mul_add, add_mul, smul_mul_assoc, mul_smul_comm]
          module
        rw [← hcd, e, hpq, mul_zero, zero_mul, sub_zero]
      exact ⟨(smul_eq_zero.mp hp).resolve_right one_ne_zero,
        (smul_eq_zero.mp hq).resolve_right one_ne_zero⟩
    obtain ⟨h1, h2⟩ := key _ _ h0
    exact ⟨by linarith, by linarith⟩
  · rintro ⟨h1, h2⟩
    rw [h1, h2, excite]
    module
```

## (d) The diagonal form

Show that a normalised solution gives $H=w\,Q^+Q+\frac{w-a}{2}$.

**Solution.** Take $X$ times the upper equation minus $Y$ times the lower, then $X$ times the lower minus $Y$ times the upper. With $X^2-Y^2=1$,
$$a=w(X^2+Y^2),\qquad \tfrac b2=-wXY,\qquad \tfrac{w-a}{2}=-wY^2.$$
These are `ea`, `eb` and `ec`. Normal ordering gives
$$Q^+Q=(X^2+Y^2)\,dc+Y^2-XY(cc+dd),$$
so $wQ^+Q=H+wY^2$, as required.

Normalisation matters: for $a=w=1$, $b=0$, $X=2$, $Y=0$ both amplitude equations hold, but the right-hand side is $4\,dc$ while $H=dc$.

For $w>0$, the constant is the RPA correlation energy of this single-boson model.

```lean
/-- For boson operators and normalised RPA amplitudes, the single-pair Hamiltonian is `w` times
the number operator of the RPA excitation, plus the constant `(w - a)/2`. -/
theorem hamiltonian_diagonal {c d : A} (hcd : c * d - d * c = 1) {a b w X Y : ℝ}
    (h : IsRPASolution a b w X Y) :
    pairHamiltonian a b c d
      = w • (excite X Y c d * deexcite X Y c d) + ((w - a) / 2) • (1 : A) := by
  obtain ⟨hu, hl, hn⟩ := h
  -- the couplings expressed through the amplitudes
  have ea : a = w * (X ^ 2 + Y ^ 2) := by
    linear_combination X * hu - Y * hl - a * hn
  have eb : b / 2 = -(w * X * Y) := by
    linear_combination (X * hl - Y * hu) / 2 - b / 2 * hn
  have ec : (w - a) / 2 = -(w * Y ^ 2) := by
    linear_combination -ea / 2 - w / 2 * hn
  -- normal ordering of the number operator
  have hcd' : c * d = d * c + 1 := sub_eq_iff_eq_add'.mp hcd
  have e : excite X Y c d * deexcite X Y c d
      = X ^ 2 • (d * c) + Y ^ 2 • (c * d) - (X * Y) • (c * c + d * d) := by
    simp only [deexcite, excite, mul_sub, sub_mul, smul_mul_assoc, mul_smul_comm]
    module
  rw [e, hcd', pairHamiltonian, ec, eb, ea]
  module
```

## (e) Lowering one quantum

Let $Q,D$ be linear operators on a real vector space with $QD-DQ=1$ and $Qv=0$. Show that $QD^{n+1}v=(n+1)D^nv$ for $n\ge0$.

**Solution.** For $n=0$, $QDv=DQv+v=v$. Inductively,
$$QD^{n+2}v=D(QD^{n+1}v)+D^{n+1}v=(n+2)D^{n+1}v.$$

```lean
section Spectrum

variable {V : Type*} [AddCommGroup V] [Module ℝ V]

/-- If `Q`, `D` obey the boson commutation relation and `Q` annihilates `v`, then `Q` takes the
vector `D ^ (n + 1) v` to `n + 1` times the vector `D ^ n v`. -/
theorem lower_ladder {Q D : Module.End ℝ V} (h : Q * D - D * Q = 1) {v : V} (hv : Q v = 0)
    (n : ℕ) : Q ((D ^ (n + 1)) v) = ((n : ℝ) + 1) • (D ^ n) v := by
  have hQD : ∀ u, Q (D u) = D (Q u) + u := fun u => by
    have hu := LinearMap.congr_fun h u
    simp only [LinearMap.sub_apply, Module.End.mul_apply, Module.End.one_apply] at hu
    exact sub_eq_iff_eq_add'.mp hu
  induction n with
  | zero => simp [hQD, hv]
  | succ n ih =>
    have hs : D ((D ^ n) v) = (D ^ (n + 1)) v := by rw [pow_succ', Module.End.mul_apply]
    rw [pow_succ' D (n + 1), Module.End.mul_apply, hQD, ih, map_smul, hs]
    push_cast
    module
```

## (f) The ladder of energies

Given a normalised solution and $v\neq0$ with $Qv=0$, show that $(Q^+)^nv$ is nonzero and has energy $wn+\frac{w-a}{2}$.

**Solution.** If $(Q^+)^{n+1}v=0$, applying $Q$ gives $(n+1)(Q^+)^nv=0$, so induction excludes it. By (e), $Q^+Q(Q^+)^nv=n(Q^+)^nv$, with $n=0$ coming from $Qv=0$. Insert this into (d). The vacuum $v$ is assumed, and the theorem does not say that these are all the eigenvectors.

```lean
/-- For boson operators, normalised RPA amplitudes and a nonzero state `v` annihilated by the
de-excitation operator, `n` excitations of `v` give a nonzero eigenvector of the Hamiltonian
with energy `w n + (w - a)/2`. -/
theorem excitation_ladder {c d : Module.End ℝ V} (hcd : c * d - d * c = 1) {a b w X Y : ℝ}
    (h : IsRPASolution a b w X Y) {v : V} (hv0 : v ≠ 0) (hv : deexcite X Y c d v = 0) (n : ℕ) :
    (excite X Y c d ^ n) v ≠ 0 ∧
      pairHamiltonian a b c d ((excite X Y c d ^ n) v)
        = (w * n + (w - a) / 2) • (excite X Y c d ^ n) v := by
  have low := lower_ladder (deexcite_excite_comm hcd h.normalised) hv
  constructor
  · induction n with
    | zero => simpa using hv0
    | succ n ih =>
      intro hz
      have hl := low n
      rw [hz, map_zero] at hl
      have hpos : (n : ℝ) + 1 ≠ 0 := by positivity
      exact ih ((smul_eq_zero.mp hl.symm).resolve_left hpos)
  · rw [hamiltonian_diagonal hcd h]
    simp only [LinearMap.add_apply, LinearMap.smul_apply, Module.End.mul_apply,
      Module.End.one_apply]
    cases n with
    | zero => simp [hv]
    | succ n =>
      have hs : excite X Y c d ((excite X Y c d ^ n) v) = (excite X Y c d ^ (n + 1)) v := by
        rw [pow_succ', Module.End.mul_apply]
      rw [low n, map_smul, hs]
      push_cast
      module

end Spectrum
```

## (g) Existence of amplitudes

Show that for $|b|<a$ a normalised solution exists with $w=\sqrt{a^2-b^2}$.

**Solution.** Take $X=\sqrt{(a+w)/(2w)}$ and $Y=-b/(2wX)$. Then $Y^2=(a-w)/(2w)$, so $X^2-Y^2=1$. Also
$$2wX\bigl[(a-w)X+bY\bigr]=a^2-w^2-b^2=0,$$
$$2wX\bigl[bX+(a+w)Y\bigr]=b(a+w)-(a+w)b=0.$$
Lean writes `s` for $X$ and likewise cancels nonzero factors.

```lean
/-- Whenever `|b| < a`, normalised RPA amplitudes exist at the frequency `√(a² - b²)`. -/
theorem exists_amplitudes {a b : ℝ} (hb : |b| < a) :
    ∃ X Y : ℝ, IsRPASolution a b (Real.sqrt (a ^ 2 - b ^ 2)) X Y := by
  obtain ⟨h1, h2⟩ := abs_lt.mp hb
  have ha : 0 < a := lt_of_le_of_lt (abs_nonneg b) hb
  have hpos : 0 < a ^ 2 - b ^ 2 := by
    have := mul_pos (show 0 < a - b by linarith) (show 0 < a + b by linarith)
    linarith [show (a - b) * (a + b) = a ^ 2 - b ^ 2 by ring]
  have hw2 := Real.sq_sqrt hpos.le
  have hw := Real.sqrt_pos.mpr hpos
  generalize Real.sqrt (a ^ 2 - b ^ 2) = w at hw2 hw ⊢
  have hq : 0 < (a + w) / (2 * w) := by positivity
  obtain ⟨s, hs0, hs2⟩ : ∃ s : ℝ, 0 < s ∧ s ^ 2 = (a + w) / (2 * w) :=
    ⟨_, Real.sqrt_pos.mpr hq, Real.sq_sqrt hq.le⟩
  have hs : 2 * w * s ^ 2 = a + w := by
    rw [hs2]
    exact mul_div_cancel₀ _ (by positivity)
  have hne : 2 * w * s ≠ 0 := by positivity
  obtain ⟨Y, hY⟩ : ∃ Y : ℝ, 2 * w * s * Y = -b :=
    ⟨-b / (2 * w * s), mul_div_cancel₀ _ hne⟩
  -- each equation is checked after multiplication by a nonzero factor
  refine ⟨s, Y, ?_, ?_, ?_⟩
  · apply mul_left_cancel₀ hne
    linear_combination (a - w) * hs + b * hY - hw2
  · apply mul_left_cancel₀ hne
    linear_combination b * hs + (a + w) * hY
  · apply mul_left_cancel₀ (pow_ne_zero 2 hne)
    linear_combination (2 * w * s ^ 2 + a + w - 2 * w) * hs - (2 * w * s * Y - b) * hY - hw2
```

## (h) A vacuum among the polynomials

For the opening numbers, find operators on real polynomials satisfying every hypothesis of (f), with $v=1$.

**Solution.** Let $p$ be differentiation and $x$ multiplication by the variable, so $[p,x]=1$. Put $c=\frac14(5p+3x)$ and $d=\frac14(5x+3p)$. Then $[c,d]=\frac{25-9}{16}[p,x]=1$ and $Q=\frac14(5c-3d)=p$, which annihilates $1$. The amplitude equations read $10=10$ and $-6=-6$, and $\frac{25}{16}-\frac{9}{16}=1$. By (f), the energies $8n-\frac92$ occur.

```lean
/-- On real polynomials, combinations of differentiation and multiplication by the variable
are boson operators whose RPA de-excitation operator, for `a = 17`, `b = -15`, `w = 8`,
annihilates the constant polynomial `1`. -/
theorem excitation_ladder_witness :
    let p : Module.End ℝ (Polynomial ℝ) := Polynomial.derivative
    let x : Module.End ℝ (Polynomial ℝ) := LinearMap.mulLeft ℝ Polynomial.X
    let c := (5 / 4 : ℝ) • p + (3 / 4 : ℝ) • x
    let d := (5 / 4 : ℝ) • x + (3 / 4 : ℝ) • p
    c * d - d * c = 1 ∧ IsRPASolution 17 (-15) 8 (5 / 4) (3 / 4) ∧
      deexcite (5 / 4) (3 / 4) c d 1 = 0 := by
  intro p x c d
  have hpx : p * x - x * p = 1 :=
    LinearMap.ext fun f => by simp [p, x, Polynomial.derivative_mul]
  have hc : c * d - d * c = p * x - x * p := by
    simp only [c, d, add_mul, mul_add, smul_mul_assoc, mul_smul_comm]
    module
  have hq : deexcite (5 / 4) (3 / 4) c d = p := by
    simp only [deexcite, c, d]
    module
  refine ⟨hc.trans hpx, ⟨by norm_num, by norm_num, by norm_num⟩, ?_⟩
  rw [hq]
  simp [p]

end

end SinglePairRPA
```

```lean
#print axioms SinglePairRPA.equation_of_motion_iff
-- 'SinglePairRPA.equation_of_motion_iff' depends on axioms: [propext, Classical.choice, Quot.sound]
#print axioms SinglePairRPA.hamiltonian_diagonal
-- 'SinglePairRPA.hamiltonian_diagonal' depends on axioms: [propext, Classical.choice, Quot.sound]
#print axioms SinglePairRPA.excitation_ladder
-- 'SinglePairRPA.excitation_ladder' depends on axioms: [propext, Classical.choice, Quot.sound]
#print axioms SinglePairRPA.exists_amplitudes
-- 'SinglePairRPA.exists_amplitudes' depends on axioms: [propext, Classical.choice, Quot.sound]
```
